# Symmetrized operator ordering can make a three-band energy density negative where another ordering does not

For a three-component envelope function with real gradient matrix `Y`, where `Y i j` is the derivative along `i` of component `j`, take the energy density `L ∑ᵢ Yᵢᵢ² + M ∑_{i≠j} Yᵢⱼ² + 2a ∑_{i<j} Yᵢᵢ Yⱼⱼ + 2b ∑_{i<j} Yᵢⱼ Yⱼᵢ` with real constant coefficients. The operator ordering fixes how the interband coefficient `a + b` is split into `a` and `b`. An ordering is called elliptic here if the density is nonnegative for every real 3×3 matrix `Y`. The theorem says that for `L = 4` and `M = 1` the split `a = 3`, `b = 1` is elliptic, while the symmetrized split `a = b = 2`, with the same sum, is not. The proof writes the density as a combination of squares. In the first case no coefficient is negative. In the second, the antisymmetric gradient with `Y 0 1 = 1`, `Y 1 0 = -1` and all other entries zero gives the density −2.

In Lean, a first try:

```lean
import Mathlib

open Matrix

namespace SymmetrizedCanFail

/-- Energy density of a three-component envelope function with real gradient `Y`, where `Y i j`
is the derivative along `i` of component `j`. The coefficients `a` and `b` fix the operator
ordering of the interband term. -/
def gradForm (L M a b : ℝ) (Y : Matrix (Fin 3) (Fin 3) ℝ) : ℝ :=
  L * ∑ i, Y i i ^ 2 + M * ∑ i, ∑ j, (if i ≠ j then Y i j ^ 2 else 0)
    + 2 * a * ∑ i, ∑ j, (if i < j then Y i i * Y j j else 0)
    + 2 * b * ∑ i, ∑ j, (if i < j then Y i j * Y j i else 0)

/-- An ordering is called elliptic here if its energy density is nonnegative for every real
gradient. -/
def IsElliptic (L M a b : ℝ) : Prop :=
  ∀ Y : Matrix (Fin 3) (Fin 3) ℝ, 0 ≤ gradForm L M a b Y

/-- The energy density as a combination of squares: differences and sum of the diagonal
gradients, and symmetric and antisymmetric parts of the off-diagonal ones. -/
theorem gradForm_eq_squares (L M a b : ℝ) (Y : Matrix (Fin 3) (Fin 3) ℝ) :
    gradForm L M a b Y =
      (L - a) / 3 * ((Y 0 0 - Y 1 1) ^ 2 + (Y 0 0 - Y 2 2) ^ 2 + (Y 1 1 - Y 2 2) ^ 2)
      + (L + 2 * a) / 3 * (Y 0 0 + Y 1 1 + Y 2 2) ^ 2
      + (M + b) / 2 * ((Y 0 1 + Y 1 0) ^ 2 + (Y 0 2 + Y 2 0) ^ 2 + (Y 1 2 + Y 2 1) ^ 2)
      + (M - b) / 2 * ((Y 0 1 - Y 1 0) ^ 2 + (Y 0 2 - Y 2 0) ^ 2 + (Y 1 2 - Y 2 1) ^ 2) := by
  simp [gradForm, Fin.sum_univ_three]
  ring

/-- For `L = 4`, `M = 1`, `N = 4` the split `a = 3`, `b = 1` is elliptic, while the symmetrized
split `a = b = 2` is not. -/
theorem symmetrized_can_fail : IsElliptic 4 1 3 1 ∧ ¬ IsElliptic 4 1 2 2 := by
  constructor
  · intro Y
    rw [gradForm_eq_squares]
    positivity
  · intro h
    -- a purely antisymmetric gradient has negative energy density
    have h1 := h !![0, 1, 0; -1, 0, 0; 0, 0, 0]
    rw [gradForm_eq_squares] at h1
    norm_num at h1

end SymmetrizedCanFail
```

Compiling this gives:

```
Main.lean:38:2: error: unsolved goals
case right
h : IsElliptic 4 1 2 2
h1 :
  1 / 2 *
      (4 + (![0, 1, 0] 2 - vecCons 0 (fun i => vecCons (-1) (fun i => 0) i) 2) ^ 2 +
        (![-1, 0, 0] 2 - vecCons 1 (fun i => vecCons 0 (fun i => 0) i) 2) ^ 2) ≤
    2 / 3 *
          (vecCons (![0, 1, 0] 2) (fun i => vecCons (![-1, 0, 0] 2) (fun i => ![0, 0, 0] 2) i) 2 ^ 2 +
            vecCons (![0, 1, 0] 2) (fun i => vecCons (![-1, 0, 0] 2) (fun i => ![0, 0, 0] 2) i) 2 ^ 2) +
        8 / 3 * vecCons (![0, 1, 0] 2) (fun i => vecCons (![-1, 0, 0] 2) (fun i => ![0, 0, 0] 2) i) 2 ^ 2 +
      3 / 2 *
        ((![0, 1, 0] 2 + vecCons 0 (fun i => vecCons (-1) (fun i => 0) i) 2) ^ 2 +
          (![-1, 0, 0] 2 + vecCons 1 (fun i => vecCons 0 (fun i => 0) i) 2) ^ 2)
⊢ False
```

As a diff, the version that Lean accepts:

```diff
@@ -40,4 +40,5 @@
     have h1 := h !![0, 1, 0; -1, 0, 0; 0, 0, 0]
     rw [gradForm_eq_squares] at h1
+    simp at h1
     norm_num at h1
 
```

What went wrong. The error is in the second half, where `h1` says that the density of the antisymmetric gradient is nonnegative. This is false, so `norm_num at h1` should close the goal by reducing `h1` to a false inequality between numbers. Instead it stops early and leaves `⊢ False` unproved.

The printed `h1` shows why. Entries of the explicit matrix with both indices 0 or 1 have become numbers, but terms with an index 2, such as `![0, 1, 0] 2`, are still there. Simp lemmas cover positions 0 and 1 of a vector written out in this way, while position 2 is read off by a simplification procedure, `Matrix.cons_val`, which `simp` runs by default and `norm_num` does not. With those entries unevaluated, `norm_num` cannot compare the two sides.

The added line `simp at h1` evaluates the remaining entries first. What is left is plain arithmetic, which `norm_num at h1` refutes, closing the goal.
